# The minimum-mode rotation flow keeps a unit direction at unit length and, for a symmetric Hessian, never raises its curvature

A minimum-mode saddle search of the dimer type holds the geometry fixed for a while and rotates a unit trial direction \(n\) so as to lower the curvature \(\langle n, Hn\rangle\) of the energy surface along it, where \(H\) is the Hessian at that geometry. The search then climbs along the direction found. The steepest-descent form of this rotation needs only the product \(Hn\), and in continuous time it reads
\[ n'(t) = -Hn(t) + \langle n(t), Hn(t)\rangle\, n(t), \qquad t \ge 0, \]
with \(t\) a fictitious time. For a fixed, bounded, symmetric \(H\) and \(\|n(0)\| = 1\), the file below proves that \(\|n(t)\| = 1\) throughout and that the curvature changes at the rate \(-2\|n'(t)\|^2\).

## Space, curvature and flow

```lean
import Mathlib

open Set
open scoped InnerProductSpace ComplexConjugate

namespace MinimumModeFlow

noncomputable section

variable {E : Type*} [NormedAddCommGroup E] [InnerProductSpace ℝ E]
```

`E` is the space of displacements, a real vector space with an inner product and the norm that comes from it. No dimension is fixed, so \(\mathbb{R}^{3N}\) for \(N\) atoms is one case. The inner product carries the choice of metric, for example plain or mass-weighted Cartesian coordinates.

```lean
/-- The curvature `⟨n, H n⟩` of the Hessian `H` along the direction `n`. -/
def curvature (H : E →L[ℝ] E) (n : E) : ℝ := ⟪n, H n⟫_ℝ
```

The type `E →L[ℝ] E` consists of continuous, that is bounded, real-linear maps from `E` to itself; in finite dimension every matrix gives one. The brackets in `⟪n, H n⟫_ℝ` are the inner product. The definition reads \(c(n) = \langle n, Hn\rangle\), with no division by \(\|n\|^2\), so for a unit vector \(n\) it is the second derivative of the energy with respect to distance along \(n\), and for a general nonzero \(n\) it is that second derivative multiplied by \(\|n\|^2\).

```lean
/-- The rotation field `-H n + ⟨n, H n⟩ n` acting on the search direction `n`. -/
def rotationField (H : E →L[ℝ] E) (n : E) : E := -H n + curvature H n • n
```

The dot `•` multiplies a vector by a number, so this is \(F(n) = -Hn + c(n)\,n\). For unit \(n\) it is \(-Hn\) with its component along \(n\) removed.

```lean
/-- The direction `n(t)` obeys `n' = -H n + ⟨n, H n⟩ n` for all `t ≥ 0`
(one-sided derivative at `t = 0`). -/
def IsRotationFlow (H : E →L[ℝ] E) (n : ℝ → E) : Prop :=
  ∀ t, 0 ≤ t → HasDerivWithinAt n (rotationField H (n t)) (Ici 0) t
```

`Prop` marks a statement, here a property that a path \(n\) may have. `Ici 0` is the half-line \([0,\infty)\), and `HasDerivWithinAt` takes a function, a value, a set and a point, and says that the function has that derivative at that point when approached from inside the set. The property is thus \(n'(t) = F(n(t))\) for all \(t \ge 0\), an ordinary derivative for \(t > 0\) and a right derivative at \(t = 0\). The theorems take such a path as given, with \(H\) independent of \(t\) because the geometry is frozen.

## Conservation of length

```lean
/-- The overlap of the rotation field with `n` is `⟨n, H n⟩ (‖n‖² - 1)`. -/
theorem inner_rotationField (H : E →L[ℝ] E) (n : E) :
    ⟪n, rotationField H n⟫_ℝ = curvature H n * (‖n‖ ^ 2 - 1) := by
  rw [rotationField, inner_add_right, inner_neg_right, real_inner_smul_right,
    real_inner_self_eq_norm_sq]
  unfold curvature
  ring
```

For any vector \(n\),
\[ \langle n, F(n)\rangle = -\langle n, Hn\rangle + c(n)\|n\|^2 = c(n)\,(\|n\|^2 - 1). \]
The `rw` line expands the inner product term by term, and `ring` finishes the algebra of real numbers.

```lean
/-- A solution of `u' = a(t) u` on `t ≥ 0` with continuous rate `a` and `u(0) = 0`
vanishes at every time `T ≥ 0`. -/
theorem eq_zero_of_linear_ode {u a : ℝ → ℝ} (ha : ContinuousOn a (Ici 0))
    (hu : ∀ t, 0 ≤ t → HasDerivWithinAt u (a t * u t) (Ici 0) t) (h0 : u 0 = 0)
    {T : ℝ} (hT : 0 ≤ T) : u T = 0 := by
  -- the rate is bounded on `[0, T]`, so Grönwall's bound applies
  obtain ⟨K, hK⟩ := (isCompact_Icc : IsCompact (Icc (0 : ℝ) T)).exists_bound_of_continuousOn
    (ha.mono Icc_subset_Ici_self)
  have hc : ContinuousOn u (Icc 0 T) :=
    fun t ht => ((hu t ht.1).continuousWithinAt).mono Icc_subset_Ici_self
  have h := norm_le_gronwallBound_of_norm_deriv_right_le (f' := fun t => a t * u t)
    (δ := 0) (K := K) (ε := 0) hc
    (fun t ht => (hu t ht.1).mono (Ici_subset_Ici.2 ht.1)) (by simp [h0])
    (fun t ht => by
      show ‖a t * u t‖ ≤ K * ‖u t‖ + 0
      rw [norm_mul, add_zero]
      exact mul_le_mul_of_nonneg_right (hK t (Ico_subset_Icc_self ht)) (norm_nonneg _))
    T ⟨hT, le_rfl⟩
  rw [gronwallBound_ε0_δ0] at h
  exact norm_le_zero_iff.1 h
```

The names `ha`, `hu`, `h0`, `hT` label hypotheses, and the conclusion follows the last colon before `:= by`. If \(u' = a(t)u\) on \(t \ge 0\) with \(a\) continuous and \(u(0) = 0\), then \(u(T) = 0\) for every \(T \ge 0\). By hand, \(a\) is bounded on \([0,T]\), say \(|a| \le K\), so
\[ \frac{d}{dt}\big(u^2 e^{-2Kt}\big) = 2(a - K)\,u^2 e^{-2Kt} \le 0 . \]
A nonnegative, nonincreasing quantity that starts at zero stays at zero. In Lean, `obtain ⟨K, hK⟩` extracts the bound from compactness of \([0,T]\), and Mathlib's Grönwall inequality `norm_le_gronwallBound_of_norm_deriv_right_le` replaces the integrating factor. With initial size `δ := 0` and source `ε := 0` its bound on \(|u(T)|\) is zero.

```lean
/-- For any bounded operator `H`, a rotation flow that starts at a unit vector stays a
unit vector. -/
theorem norm_preserved {H : E →L[ℝ] E} {n : ℝ → E} (hn : IsRotationFlow H n)
    (h0 : ‖n 0‖ = 1) (t : ℝ) (ht : 0 ≤ t) : ‖n t‖ = 1 := by
  have hcont : ContinuousOn n (Ici 0) := fun s hs => (hn s hs).continuousWithinAt
  have hcurv : Continuous fun x : E => 2 * ⟪x, H x⟫_ℝ := by
    fun_prop
  have ha : ContinuousOn (fun s => 2 * curvature H (n s)) (Ici 0) :=
    hcurv.comp_continuousOn hcont
  -- `u = ‖n‖² - 1` obeys `u' = 2 c u`
  have hu : ∀ s, 0 ≤ s → HasDerivWithinAt (fun s => ‖n s‖ ^ 2 - 1)
      (2 * curvature H (n s) * (‖n s‖ ^ 2 - 1)) (Ici 0) s := by
    intro s hs
    have h := ((hn s hs).norm_sq).sub_const 1
    rw [mul_assoc, ← inner_rotationField]
    exact h
  have hz : ‖n t‖ ^ 2 - 1 = 0 :=
    eq_zero_of_linear_ode (u := fun s => ‖n s‖ ^ 2 - 1) ha hu (by simp [h0]) ht
  exact (sq_eq_sq₀ (norm_nonneg _) zero_le_one).1 (by rw [one_pow]; linarith)
```

A rotation flow with \(\|n(0)\| = 1\) has \(\|n(t)\| = 1\) for each \(t \ge 0\), and symmetry of \(H\) is not among the hypotheses. Put \(u = \|n\|^2 - 1\). Then
\[ u' = 2\langle n, n'\rangle = 2\langle n, F(n)\rangle = 2c(n)\,u, \qquad u(0) = 0 . \]
The rate \(a(t) = 2c(n(t))\) is continuous because a differentiable path is continuous and \(H\) is bounded, which is `ha`. The equation for \(u\) is `hu`, the previous lemma gives `hz`, and the last line passes from \(\|n\|^2 = 1\) to \(\|n\| = 1\).

## The rate of change of the curvature

```lean
/-- For symmetric `H`, along a path with velocity `v` the curvature has derivative
`2 ⟨H n, v⟩`. -/
theorem hasDeriv_curvature {H : E →L[ℝ] E} (hH : ∀ x y, ⟪H x, y⟫_ℝ = ⟪x, H y⟫_ℝ)
    {n : ℝ → E} {v : E} {s : Set ℝ} {t : ℝ} (hn : HasDerivWithinAt n v s t) :
    HasDerivWithinAt (fun t => curvature H (n t)) (2 * ⟪H (n t), v⟫_ℝ) s t := by
  have hHn : HasDerivWithinAt (fun t => H (n t)) (H v) s t :=
    H.hasFDerivAt.comp_hasDerivWithinAt t hn
  have e : 2 * ⟪H (n t), v⟫_ℝ = ⟪n t, H v⟫_ℝ + ⟪v, H (n t)⟫_ℝ := by
    have h1 := real_inner_comm (H (n t)) v
    have h2 := hH (n t) v
    linarith
  rw [e]
  exact hn.inner ℝ hHn
```

The hypothesis `hH` reads \(\langle Hx, y\rangle = \langle x, Hy\rangle\) for all \(x, y\). It stands for the equality of mixed second derivatives of a smooth energy, and it is assumed here, since no energy function appears in the file. For any path with velocity \(v\) at time \(t\), the product rule gives
\[ \frac{d}{dt}\langle n, Hn\rangle = \langle n, Hv\rangle + \langle v, Hn\rangle = 2\langle Hn, v\rangle, \]
where symmetry makes the two terms equal. In the proof `hHn` says \((Hn)' = Hv\), `e` is the second equality, and `hn.inner` is the product rule.

```lean
/-- For a unit vector `n`, the overlap of `H n` with the rotation field is minus the squared
norm of the rotation field. -/
theorem inner_apply_rotationField (H : E →L[ℝ] E) {n : E} (hn : ‖n‖ = 1) :
    ⟪H n, rotationField H n⟫_ℝ = -‖rotationField H n‖ ^ 2 := by
  have h0 : ⟪n, rotationField H n⟫_ℝ = 0 := by
    rw [inner_rotationField, hn]; ring
  -- `H n = c n - F` with `F` tangent to the sphere
  have hsplit : H n = curvature H n • n - rotationField H n := by
    unfold rotationField; abel
  rw [hsplit, inner_sub_left, real_inner_smul_left, h0, real_inner_self_eq_norm_sq]
  ring
```

For unit \(n\) the overlap formula gives \(\langle n, F\rangle = 0\), with \(F = F(n)\) and \(c = c(n)\). The definition of \(F\) rearranges to \(Hn = cn - F\), so
\[ \langle Hn, F\rangle = c\langle n, F\rangle - \|F\|^2 = -\|F\|^2 . \]
The orthogonality is `h0` and the rearrangement is `hsplit`.

```lean
/-- For symmetric `H` and a rotation flow with `‖n(0)‖ = 1`, at every `t ≥ 0` the direction has
unit norm and the curvature has derivative `-2 ‖n'‖²`, where `n'` is the rotation field. -/
theorem rotation_flow {H : E →L[ℝ] E} (hH : ∀ x y, ⟪H x, y⟫_ℝ = ⟪x, H y⟫_ℝ)
    {n : ℝ → E} (hn : IsRotationFlow H n) (h0 : ‖n 0‖ = 1) (t : ℝ) (ht : 0 ≤ t) :
    ‖n t‖ = 1 ∧ HasDerivWithinAt (fun t => curvature H (n t))
      (-2 * ‖rotationField H (n t)‖ ^ 2) (Ici 0) t := by
  have h1 := norm_preserved hn h0 t ht
  have e : -2 * ‖rotationField H (n t)‖ ^ 2 = 2 * ⟪H (n t), rotationField H (n t)⟫_ℝ := by
    rw [inner_apply_rotationField H h1]; ring
  rw [e]
  exact ⟨h1, hasDeriv_curvature hH (hn t ht)⟩
```

This is the main statement, with `∧` for "and". For symmetric \(H\), a rotation flow and \(\|n(0)\| = 1\), at every \(t \ge 0\)
\[ \|n(t)\| = 1, \qquad \frac{d}{dt}\,c(n(t)) = 2\langle Hn, F\rangle = -2\|F(n(t))\|^2 . \]
The rate is written with `rotationField H (n t)`, which by `hn` is the velocity \(n'(t)\). The proof takes the unit norm as `h1`, uses it in the preceding lemma to get `e`, and applies the product-rule lemma with \(v = F(n(t))\).

## Monotone decrease and stationary directions

```lean
/-- For symmetric `H`, the curvature is nonincreasing along a rotation flow started at a
unit vector. -/
theorem curvature_antitoneOn {H : E →L[ℝ] E} (hH : ∀ x y, ⟪H x, y⟫_ℝ = ⟪x, H y⟫_ℝ)
    {n : ℝ → E} (hn : IsRotationFlow H n) (h0 : ‖n 0‖ = 1) :
    AntitoneOn (fun t => curvature H (n t)) (Ici 0) := by
  have hd : ∀ t ∈ interior (Ici (0 : ℝ)), HasDerivAt (fun t => curvature H (n t))
      (-2 * ‖rotationField H (n t)‖ ^ 2) t := fun t ht =>
    (rotation_flow hH hn h0 t (mem_Ici.1 (interior_subset ht))).2.hasDerivAt
      (mem_interior_iff_mem_nhds.1 ht)
  refine antitoneOn_of_deriv_nonpos (convex_Ici 0)
    (fun t ht => (rotation_flow hH hn h0 t ht).2.continuousWithinAt)
    (fun t ht => (hd t ht).differentiableAt.differentiableWithinAt) (fun t ht => ?_)
  rw [(hd t ht).deriv]
  nlinarith [sq_nonneg ‖rotationField H (n t)‖]
```

`AntitoneOn` means nonincreasing: \(0 \le s \le t\) implies \(c(n(t)) \le c(n(s))\). A function continuous on \([0,\infty)\) with nonpositive derivative for \(t > 0\) has this property by the mean value theorem, which enters as `antitoneOn_of_deriv_nonpos`. The step `hd` upgrades the derivative within the half-line to a two-sided one at interior times.

```lean
/-- For symmetric `H` and a rotation flow started at a unit vector, the curvature has zero
derivative at time `t` exactly when `H n(t)` is a multiple of `n(t)`. -/
theorem stationary_iff_eigenvector {H : E →L[ℝ] E} (hH : ∀ x y, ⟪H x, y⟫_ℝ = ⟪x, H y⟫_ℝ)
    {n : ℝ → E} (hn : IsRotationFlow H n) (h0 : ‖n 0‖ = 1) (t : ℝ) (ht : 0 ≤ t) :
    HasDerivWithinAt (fun t => curvature H (n t)) 0 (Ici 0) t ↔
      ∃ μ : ℝ, H (n t) = μ • n t := by
  have hm := rotation_flow hH hn h0 t ht
  constructor
  · intro h
    have e := (uniqueDiffOn_Ici (0 : ℝ) t ht).eq_deriv _ hm.2 h
    have e2 : ‖rotationField H (n t)‖ ^ 2 = 0 := by linarith
    have hF := norm_eq_zero.1 ((pow_eq_zero_iff two_ne_zero).1 e2)
    rw [rotationField] at hF
    exact ⟨_, neg_add_eq_zero.1 hF⟩
  · rintro ⟨μ, hμ⟩
    have hc : curvature H (n t) = μ := by
      rw [curvature, hμ, real_inner_smul_right, real_inner_self_eq_norm_sq, hm.1]; ring
    have hF : rotationField H (n t) = 0 := by
      rw [rotationField, hc, hμ, neg_add_cancel]
    have e : -2 * ‖rotationField H (n t)‖ ^ 2 = 0 := by rw [hF]; simp
    have h := hm.2
    rw [e] at h
    exact h
```

The curvature has zero derivative at time \(t\) if and only if (`↔`) there is a real \(\mu\) with \(Hn(t) = \mu\, n(t)\), and since \(n(t)\) is a unit vector this makes it an eigenvector. Going forwards, the derivative is unique, so \(-2\|F\|^2 = 0\), hence \(F = 0\) and \(Hn = cn\). Going backwards, \(Hn = \mu n\) gives \(c = \mu\|n\|^2 = \mu\), so \(F = -\mu n + \mu n = 0\) and the rate vanishes.

Every eigenvector meets this condition, not only the softest one. The theorems give a curvature that never rises, and they state neither that \(n(t)\) converges nor that a limit would be the lowest mode.

## Solutions from the linear equation

```lean
/-- If `y' = -H y` for `t ≥ 0` and `y` never vanishes, then `y / ‖y‖` is a rotation flow of
unit vectors. -/
theorem normalised_linear_flow {H : E →L[ℝ] E} {y : ℝ → E}
    (hy : ∀ t, 0 ≤ t → HasDerivWithinAt y (-H (y t)) (Ici 0) t)
    (hne : ∀ t, 0 ≤ t → y t ≠ 0) :
    IsRotationFlow H (fun t => ‖y t‖⁻¹ • y t) ∧ ∀ t, 0 ≤ t → ‖(‖y t‖⁻¹ • y t)‖ = 1 := by
  refine ⟨fun t ht => ?_, fun t ht => ?_⟩
  · have hn0 : ‖y t‖ ≠ 0 := norm_ne_zero_iff.2 (hne t ht)
    have hs : ∀ x : E, Real.sqrt (‖x‖ ^ 2) = ‖x‖ := fun x => Real.sqrt_sq (norm_nonneg x)
    have h2 : HasDerivWithinAt (fun s => ‖y s‖ ^ 2) (2 * ⟪y t, -H (y t)⟫_ℝ) (Ici 0) t :=
      (hy t ht).norm_sq
    -- derivative of the norm, of its inverse, and of the product
    have h3 : HasDerivWithinAt (fun s => ‖y s‖) (2 * ⟪y t, -H (y t)⟫_ℝ / (2 * ‖y t‖))
        (Ici 0) t := by
      simpa only [hs] using h2.sqrt (pow_ne_zero 2 hn0)
    have h4 : HasDerivWithinAt (fun s => ‖y s‖⁻¹)
        (-(2 * ⟪y t, -H (y t)⟫_ℝ / (2 * ‖y t‖)) / ‖y t‖ ^ 2) (Ici 0) t := h3.inv hn0
    have e : rotationField H (‖y t‖⁻¹ • y t) = ‖y t‖⁻¹ • -H (y t) +
        (-(2 * ⟪y t, -H (y t)⟫_ℝ / (2 * ‖y t‖)) / ‖y t‖ ^ 2) • y t := by
      simp only [rotationField, curvature, map_smul, real_inner_smul_left,
        real_inner_smul_right, inner_neg_right, smul_smul, smul_neg]
      congr 2
      ring
    show HasDerivWithinAt (fun s => ‖y s‖⁻¹ • y s) (rotationField H (‖y t‖⁻¹ • y t)) (Ici 0) t
    rw [e]
    exact h4.smul (hy t ht)
  · rw [norm_smul, norm_inv, norm_norm, inv_mul_cancel₀ (norm_ne_zero_iff.2 (hne t ht))]
```

If \(y' = -Hy\) and \(y(t) \ne 0\) for all \(t \ge 0\), then \(n = y/\|y\|\) is a rotation flow of unit vectors, again for any bounded \(H\). With \(r = \|y\|\),
\[ (r^2)' = -2\langle y, Hy\rangle, \qquad r' = -\frac{\langle y, Hy\rangle}{r}, \qquad (r^{-1})' = \frac{\langle y, Hy\rangle}{r^3}, \]
which are `h2`, `h3` and `h4`. The product rule then gives
\[ n' = -\frac{Hy}{r} + \frac{\langle y, Hy\rangle}{r^2}\,\frac{y}{r} = -Hn + c(n)\,n, \]
and `e` is the last equality. Both the solution \(y\) and its nonvanishing are hypotheses.

With a Hamiltonian in place of the Hessian, \(y' = -Hy\) is the imaginary-time Schrödinger equation with \(\hbar = 1\). For a real symmetric Hamiltonian matrix in a finite orthonormal basis, independent of time and of the state, and a real coefficient vector \(y(t)\) that does not vanish, this result and the monotonicity theorem together say that the energy expectation of the normalised state does not rise.

## A saddle in the plane

```lean
/-- The model Hessian `x + i y ↦ x - i y` on the plane `ℂ`. -/
def reflection : ℂ →L[ℝ] ℂ := Complex.conjCLE.toContinuousLinearMap
```

The complex numbers serve as the plane, with \(x + iy\) standing for the point \((x,y)\) and the ordinary dot product. Conjugation is then the matrix \(H = \mathrm{diag}(1,-1)\), the Hessian of the saddle \(\tfrac12(x^2 - y^2)\).

```lean
/-- The planar path `e^{-t} + e^{t} i`. -/
def planePath (t : ℝ) : ℂ := Real.exp (-t) • (1 : ℂ) + Real.exp t • Complex.I
```

This path is the vector \((e^{-t}, e^{t})\), which is not normalised and starts at \((1,1)\).

```lean
/-- The model Hessian is symmetric, and the normalised planar path is a rotation flow that
starts at a unit vector where the rotation field is nonzero. -/
theorem rotation_flow_witness :
    (∀ x y, ⟪reflection x, y⟫_ℝ = ⟪x, reflection y⟫_ℝ) ∧
    IsRotationFlow reflection (fun t => ‖planePath t‖⁻¹ • planePath t) ∧
    ‖(‖planePath 0‖⁻¹ • planePath 0)‖ = 1 ∧
    rotationField reflection (‖planePath 0‖⁻¹ • planePath 0) ≠ 0 := by
  have hr : ∀ z, reflection z = conj z := by
    intro z
    rfl
  have key : ∀ a b : ℝ, -reflection (a • (1 : ℂ) + b • Complex.I) =
      (a * -1) • (1 : ℂ) + b • Complex.I := by
    intro a b
    apply Complex.ext <;> simp [hr]
  have him : ∀ a b : ℝ, (a • (1 : ℂ) + b • Complex.I).im = b := by simp
  have hy : ∀ t, HasDerivAt planePath (-reflection (planePath t)) t := by
    intro t
    have h1 : HasDerivAt (fun s => Real.exp (-s)) (Real.exp (-t) * -1) t :=
      (hasDerivAt_neg t).exp
    rw [planePath, key]
    exact (h1.smul_const (1 : ℂ)).add ((Real.hasDerivAt_exp t).smul_const Complex.I)
  have hne : ∀ t, planePath t ≠ 0 := by
    intro t h
    have h2 : (planePath t).im = (0 : ℂ).im := congrArg Complex.im h
    rw [planePath, him] at h2
    exact (Real.exp_pos t).ne' (h2.trans Complex.zero_im)
  obtain ⟨hf, hu⟩ := normalised_linear_flow (H := reflection)
    (fun t _ => (hy t).hasDerivWithinAt) (fun t _ => hne t)
  have hc : ∀ z, curvature reflection z = z.re ^ 2 - z.im ^ 2 := by
    intro z
    simp only [curvature, hr, Complex.inner, Complex.mul_re, Complex.conj_re, Complex.conj_im]
    ring
  have hc0 : ∀ r : ℝ, curvature reflection (r • planePath 0) = 0 := by
    intro r
    rw [hc]
    simp [planePath]
  refine ⟨fun x y => ?_, hf, hu 0 le_rfl, fun h => ?_⟩
  · simp only [hr, Complex.inner, Complex.mul_re, Complex.conj_re, Complex.conj_im]
    ring
  · rw [rotationField, hc0, zero_smul, add_zero, neg_eq_zero, hr] at h
    have h1 := hu 0 le_rfl
    rw [(map_eq_zero (starRingEnd ℂ)).1 h] at h1
    simp at h1

end

end MinimumModeFlow
```

```lean
#print axioms MinimumModeFlow.rotation_flow
-- 'MinimumModeFlow.rotation_flow' depends on axioms: [propext, Classical.choice, Quot.sound]
#print axioms MinimumModeFlow.curvature_antitoneOn
-- 'MinimumModeFlow.curvature_antitoneOn' depends on axioms: [propext, Classical.choice, Quot.sound]
#print axioms MinimumModeFlow.stationary_iff_eigenvector
-- 'MinimumModeFlow.stationary_iff_eigenvector' depends on axioms: [propext, Classical.choice, Quot.sound]
```

The theorem states four things: this \(H\) is symmetric, the normalised path is a rotation flow, it starts at unit length, and the rotation field at the start is nonzero. The main theorem therefore applies to a direction that moves. The path has derivative \((-e^{-t}, e^{t})\), which is \(-H\) applied to it (`hy`), and its second component \(e^t\) is positive (`hne`), so the normalisation theorem gives the second and third claims. The curvature is \(x^2 - y^2\) (`hc`), which vanishes at the normalised start \(n(0) = (1,1)/\sqrt2\) (`hc0`). Then \(F(n(0)) = -Hn(0) = (-1,1)/\sqrt2\), and the proof excludes zero because conjugation sends only the zero vector to zero.

## The rotation step in a code

What follows describes practice and lies beyond what the theorems state. Dimer-type methods do not build \(H\). With \(g\) the energy gradient, \(R\) the fixed geometry and \(\delta\) a small displacement from it, they estimate
\[ Hn \approx \frac{g(R + \delta n) - g(R - \delta n)}{2\delta}, \]
or use a one-sided difference, then form \(c\) and \(F\) from that vector. A finite step \(n + hF\) of size \(h\) has squared length \(1 + h^2\|F\|^2\) because \(F \perp n\), so a code that steps along \(F\) renormalises, or rotates by an angle in the plane of \(n\) and \(F\). A small \(\|F\| = \|Hn - cn\|\), the eigenvector residual, is a natural stopping test. Finite steps, differencing error and noisy forces can each let the computed curvature rise, which the exact flow with a symmetric \(H\) does not allow.
